# Screened hybrid exchange at fixed holes: the global-hybrid and semilocal limits

## Holes, screened energies and the hybrid

Let $u>0$ be the interelectronic distance. An exchange hole is represented by a real function $h(u)$, already averaged over directions and over the density, so that only the distance remains. In atomic units its full-range exchange energy per electron is

$$F(h)=\int_0^\infty 2\pi u\,h(u)\,du ,$$

which is half the integral of $h(u)/u$ over three-dimensional space. The short-range energy replaces $1/u$ by $\operatorname{erfc}(\omega u)/u$, where $\omega$ is the screening parameter:

$$S_\omega(h)=\int_0^\infty 2\pi u\,h(u)\operatorname{erfc}(\omega u)\,du,\qquad
\operatorname{erfc}(x)=1-\frac{2}{\sqrt\pi}\int_0^x e^{-t^2}dt .$$

There are two holes, $h_X$ for exact exchange and $h_D$ for the semilocal functional, with full-range energies $X=F(h_X)$ and $D=F(h_D)$. For a real mixing fraction $a$, the screened hybrid is

$$E(\omega)=D+a\,[S_\omega(h_X)-S_\omega(h_D)] .$$

## The two limits

If $u\,h_X(u)$ and $u\,h_D(u)$ are integrable on $(0,\infty)$, then

$$\lim_{\omega\to0^+}E(\omega)=(1-a)D+aX,\qquad \lim_{\omega\to\infty}E(\omega)=D .$$

The integrability condition says that each hole has an absolutely convergent full-range Coulomb energy. It restricts both the short-distance behaviour of the hole and its decay at large distance.

## Endpoint checks in a screened-hybrid code

A code with an adjustable $\omega$ can be tested against two calculations that need no screened integrals: the global hybrid at small $\omega$ and the semilocal functional at large $\omega$. For exchange energies evaluated from fixed holes, the limits above are what such a test should approach.

The small-$\omega$ test assumes that $D$ and $S_\omega(h_D)$ come from the same hole. Suppose a code takes the semilocal energy $D'$ from an energy density, but the short-range part from a model hole whose full-range energy is $D$. Its small-$\omega$ limit is then $D'+a(X-D)$, which differs from the global hybrid built with $D'$ by $a(D'-D)$. This residual remains even when every screened integral is exact, so a nonzero residual does not by itself show an error in those integrals.

## Dominated convergence in the screening parameter

**The screening factor.** For $x\le y$,

$$\operatorname{erfc}(x)-\operatorname{erfc}(y)=\frac{2}{\sqrt\pi}\int_x^y e^{-t^2}dt\ge0,$$

so erfc is decreasing. It is continuous, being a constant minus a multiple of the integral of a continuous function up to $x$, and $\operatorname{erfc}(0)=1$. Since $\int_0^\infty e^{-t^2}dt=\sqrt\pi/2$, it tends to $0$ at infinity. A decreasing function with limit $0$ is nonnegative, hence $0\le\operatorname{erfc}(x)\le1$ for $x\ge0$.

**The bound.** For $\omega\ge0$ and $u>0$,

$$|2\pi u\,h(u)\operatorname{erfc}(\omega u)|\le 2\pi|u\,h(u)| .$$

The right side is integrable and does not depend on $\omega$.

**Continuity and the small-$\omega$ limit.** If $\omega\to\omega_0$ within $[0,\infty)$, the integrand converges at each $u$ because erfc is continuous. Dominated convergence gives $S_\omega(h)\to S_{\omega_0}(h)$. At $\omega_0=0$ the screening factor is $1$, so $S_\omega(h)\to F(h)$. Therefore

$$E(\omega)\to D+a(X-D)=(1-a)D+aX .$$

**The large-$\omega$ limit.** At each fixed $u>0$, $\omega u\to\infty$ and the integrand tends to $0$. With the same bound, $S_\omega(h)\to0$ for both holes, so $E(\omega)\to D$.

**Monotonicity.** Let $h(u)\le0$ for $u>0$, and let $0\le\omega\le\nu$. Then $\operatorname{erfc}(\nu u)\le\operatorname{erfc}(\omega u)$, and multiplying by $2\pi u\,h(u)\le0$ reverses the inequality. Integration gives $S_\omega(h)\le S_\nu(h)$: the negative exchange energy rises towards zero.

**Intermediate energies.** Let $E_0$ lie strictly between $D$ and $(1-a)D+aX$. By the two limits, $E(\omega)$ lies on one side of $E_0$ for small positive $\omega$ and on the other side for large $\omega$. Since $E$ is continuous on $(0,\infty)$, it takes the value $E_0$ at some finite $\omega>0$.

## A pair of Gaussian holes at three screening parameters

Take $h_c(u)=-c^3e^{-\pi c^2u^2}$ with $c>0$, which integrates to $-1$ over space. Write $\omega=\sqrt\pi\,w$. Integration by parts gives

$$F(h_c)=-c,\qquad S_\omega(h_c)=-c\left(1-\frac{w}{\sqrt{c^2+w^2}}\right).$$

Let $c=1$ for $h_X$, $c=0.9$ for $h_D$, and $a=1/4$. Then $X=-1$, $D=-0.9$, and the global hybrid is $0.75(-0.9)+0.25(-1)=-0.925$ hartree.

At $w=1$, $S_\omega(h_X)=-(1-1/\sqrt2)=-0.2929$ and $S_\omega(h_D)=-0.9(1-1/\sqrt{1.81})=-0.2310$, so $E=-0.9+0.25(-0.0619)=-0.9155$. The same arithmetic at a smaller and a larger value gives:

| $w$ | $S_\omega(h_X)$ | $S_\omega(h_D)$ | $E(\omega)$ |
|---|---|---|---|
| 0.1 | −0.9005 | −0.8006 | −0.9250 |
| 1 | −0.2929 | −0.2310 | −0.9155 |
| 10 | −0.0050 | −0.0036 | −0.9003 |

## The Lean file

```lean
import Mathlib

open MeasureTheory Filter Set Topology
open scoped Real

namespace ScreenedHybridLimits

noncomputable section

/-- The complementary error function, one minus the normalised Gaussian integral from `0` to `x`. -/
def erfc (x : ℝ) : ℝ := 1 - 2 / √π * ∫ t in (0 : ℝ)..x, Real.exp (-t ^ 2)

/-- The full-range exchange energy per electron of a hole `h(u)` with Coulomb interaction `1/u`. -/
def fullExchange (h : ℝ → ℝ) : ℝ := ∫ u in Ioi (0 : ℝ), 2 * π * u * h u

/-- The short-range exchange energy per electron of a hole `h(u)` with interaction
`erfc(ω u)/u`. -/
def screenedExchange (h : ℝ → ℝ) (ω : ℝ) : ℝ :=
  ∫ u in Ioi (0 : ℝ), 2 * π * u * h u * erfc (ω * u)

/-- The screened hybrid: a fraction `a` of the short-range semilocal exchange (hole `hD`) is
replaced by short-range exact exchange (hole `hX`). -/
def screenedHybrid (a : ℝ) (hX hD : ℝ → ℝ) (ω : ℝ) : ℝ :=
  fullExchange hD + a * (screenedExchange hX ω - screenedExchange hD ω)

/-- The global hybrid, mixing full-range exact and semilocal exchange with weights `a`
and `1 - a`. -/
def globalHybrid (a : ℝ) (hX hD : ℝ → ℝ) : ℝ :=
  (1 - a) * fullExchange hD + a * fullExchange hX

/-- The complementary error function is continuous, decreasing, and equal to one at the origin. -/
theorem erfc_basic : Continuous erfc ∧ Antitone erfc ∧ erfc 0 = 1 := by
  have hc : Continuous fun t : ℝ => Real.exp (-t ^ 2) := by fun_prop
  have hi : ∀ a b : ℝ, IntervalIntegrable (fun t : ℝ => Real.exp (-t ^ 2)) volume a b :=
    fun a b => hc.intervalIntegrable a b
  refine ⟨?_, ?_, by simp [erfc]⟩
  · exact continuous_const.sub
      (continuous_const.mul (intervalIntegral.continuous_primitive hi 0))
  · intro x y hxy
    -- the difference of two values is a Gaussian integral over `[x, y]`
    have h1 := intervalIntegral.integral_interval_sub_left (hi 0 y) (hi 0 x)
    have h2 : 0 ≤ ∫ t in x..y, Real.exp (-t ^ 2) :=
      intervalIntegral.integral_nonneg hxy (fun t _ => (Real.exp_pos _).le)
    have h3 : (∫ t in (0 : ℝ)..x, Real.exp (-t ^ 2)) ≤ ∫ t in (0 : ℝ)..y, Real.exp (-t ^ 2) := by
      linarith
    have h4 : 0 ≤ 2 / √π := by positivity
    have h5 := mul_le_mul_of_nonneg_left h3 h4
    unfold erfc
    linarith

/-- The complementary error function vanishes at large argument. -/
theorem tendsto_erfc : Tendsto erfc atTop (𝓝 0) := by
  have hint : Integrable (fun t : ℝ => Real.exp (-t ^ 2)) := by
    simpa using integrable_exp_neg_mul_sq (b := 1) one_pos
  have hg : ∫ t in Ioi (0 : ℝ), Real.exp (-t ^ 2) = √π / 2 := by
    simpa using integral_gaussian_Ioi 1
  have h := ((intervalIntegral_tendsto_integral_Ioi 0 hint.integrableOn
    (tendsto_id (α := ℝ) (x := atTop))).const_mul (2 / √π)).const_sub 1
  have hs : √π ≠ 0 := (Real.sqrt_pos.2 Real.pi_pos).ne'
  have h1 : 2 / √π * (√π / 2) = 1 := by field_simp
  rw [hg, h1, sub_self] at h
  exact h

/-- For `ω ≥ 0`, the screened exchange integrand is measurable and is bounded in magnitude by the
unscreened one. -/
theorem screened_dominated {h : ℝ → ℝ} (hh : IntegrableOn (fun u => u * h u) (Ioi 0))
    {ω : ℝ} (hω : 0 ≤ ω) :
    AEStronglyMeasurable (fun u => 2 * π * u * h u * erfc (ω * u)) (volume.restrict (Ioi 0)) ∧
    ∀ᵐ u ∂(volume.restrict (Ioi (0 : ℝ))),
      ‖2 * π * u * h u * erfc (ω * u)‖ ≤ 2 * π * ‖u * h u‖ := by
  constructor
  · have hc : Continuous fun u : ℝ => erfc (ω * u) := erfc_basic.1.comp (by fun_prop)
    have h1 := ((Integrable.aestronglyMeasurable hh).const_mul (2 * π)).mul
      hc.aestronglyMeasurable
    refine h1.congr (Eventually.of_forall fun u => ?_)
    show 2 * π * (u * h u) * erfc (ω * u) = 2 * π * u * h u * erfc (ω * u)
    ring
  · refine ae_restrict_of_forall_mem measurableSet_Ioi fun u hu => ?_
    have hu' : 0 ≤ ω * u := mul_nonneg hω (le_of_lt hu)
    -- the screening factor lies between zero and one
    have h0 : 0 ≤ erfc (ω * u) := erfc_basic.2.1.le_of_tendsto tendsto_erfc _
    have h1 : erfc (ω * u) ≤ 1 := erfc_basic.2.2 ▸ erfc_basic.2.1 hu'
    have e : 2 * π * u * h u * erfc (ω * u) = 2 * π * (u * h u) * erfc (ω * u) := by ring
    have hp : ‖2 * π‖ = 2 * π := Real.norm_of_nonneg (by positivity)
    rw [e, norm_mul, norm_mul (2 * π), hp, Real.norm_of_nonneg h0]
    exact mul_le_of_le_one_right (by positivity) h1

/-- The screened exchange energy depends continuously on the screening parameter `ω ≥ 0`. -/
theorem continuousOn_screenedExchange {h : ℝ → ℝ}
    (hh : IntegrableOn (fun u => u * h u) (Ioi 0)) :
    ContinuousOn (screenedExchange h) (Ici 0) := by
  unfold screenedExchange
  refine continuousOn_of_dominated (bound := fun u => 2 * π * ‖u * h u‖)
    (fun ω hω => (screened_dominated hh hω).1) (fun ω hω => (screened_dominated hh hω).2)
    ((Integrable.norm hh).const_mul (2 * π)) (Eventually.of_forall fun u => ?_)
  have hc : Continuous fun ω : ℝ => erfc (ω * u) := erfc_basic.1.comp (by fun_prop)
  exact (continuous_const.mul hc).continuousOn

/-- The screened exchange energy vanishes as the screening parameter tends to infinity. -/
theorem tendsto_screenedExchange_atTop {h : ℝ → ℝ}
    (hh : IntegrableOn (fun u => u * h u) (Ioi 0)) :
    Tendsto (screenedExchange h) atTop (𝓝 0) := by
  have key : Tendsto (fun ω : ℝ => ∫ u in Ioi (0 : ℝ), 2 * π * u * h u * erfc (ω * u)) atTop
      (𝓝 (∫ _u in Ioi (0 : ℝ), (0 : ℝ))) := by
    refine tendsto_integral_filter_of_dominated_convergence (fun u => 2 * π * ‖u * h u‖)
      ((eventually_ge_atTop 0).mono fun ω hω => (screened_dominated hh hω).1)
      ((eventually_ge_atTop 0).mono fun ω hω => (screened_dominated hh hω).2)
      ((Integrable.norm hh).const_mul (2 * π))
      (ae_restrict_of_forall_mem measurableSet_Ioi fun u hu => ?_)
    -- at each fixed distance the screening factor dies out
    have h1 : Tendsto (fun ω : ℝ => ω * u) atTop atTop := tendsto_id.atTop_mul_const hu
    simpa using (tendsto_erfc.comp h1).const_mul (2 * π * u * h u)
  rw [integral_zero] at key
  exact key

/-- For a nonpositive exchange hole, the screened exchange energy increases monotonically with
the screening parameter `ω ≥ 0`. -/
theorem monotoneOn_screenedExchange {h : ℝ → ℝ}
    (hh : IntegrableOn (fun u => u * h u) (Ioi 0)) (hneg : ∀ u, 0 < u → h u ≤ 0) :
    MonotoneOn (screenedExchange h) (Ici 0) := by
  have hi : ∀ ω : ℝ, 0 ≤ ω →
      IntegrableOn (fun u => 2 * π * u * h u * erfc (ω * u)) (Ioi 0) := fun ω hω =>
    Integrable.mono' ((Integrable.norm hh).const_mul (2 * π))
      (screened_dominated hh hω).1 (screened_dominated hh hω).2
  intro ω hω ν hν hle
  refine setIntegral_mono_on (hi ω hω) (hi ν hν) measurableSet_Ioi fun u hu => ?_
  have hu0 : 0 < u := hu
  have h1 : erfc (ν * u) ≤ erfc (ω * u) :=
    erfc_basic.2.1 (mul_le_mul_of_nonneg_right hle hu0.le)
  have h2 : 2 * π * u * h u ≤ 0 :=
    mul_nonpos_of_nonneg_of_nonpos (by positivity) (hneg u hu0)
  exact mul_le_mul_of_nonpos_left h1 h2

/-- The screened hybrid tends to the global hybrid as `ω → 0+` and to the pure semilocal
functional as `ω → ∞`. -/
theorem screenedHybrid_limits (a : ℝ) {hX hD : ℝ → ℝ}
    (hXi : IntegrableOn (fun u => u * hX u) (Ioi 0))
    (hDi : IntegrableOn (fun u => u * hD u) (Ioi 0)) :
    Tendsto (screenedHybrid a hX hD) (𝓝[>] 0) (𝓝 (globalHybrid a hX hD)) ∧
    Tendsto (screenedHybrid a hX hD) atTop (𝓝 (fullExchange hD)) := by
  constructor
  · -- without screening, the short-range energy is the full-range energy
    have h0 : ∀ h : ℝ → ℝ, screenedExchange h 0 = fullExchange h := fun h => by
      simp only [screenedExchange, fullExchange, zero_mul, erfc_basic.2.2, mul_one]
    have hl : ∀ h : ℝ → ℝ, IntegrableOn (fun u => u * h u) (Ioi 0) →
        Tendsto (screenedExchange h) (𝓝[>] 0) (𝓝 (fullExchange h)) := fun h hh => by
      rw [← h0 h]
      exact (continuousOn_screenedExchange hh 0 self_mem_Ici).mono_left
        (nhdsWithin_mono 0 Ioi_subset_Ici_self)
    have e : globalHybrid a hX hD
        = fullExchange hD + a * (fullExchange hX - fullExchange hD) := by
      unfold globalHybrid
      ring
    rw [e]
    exact (((hl hX hXi).sub (hl hD hDi)).const_mul a).const_add _
  · have h := (((tendsto_screenedExchange_atTop hXi).sub
      (tendsto_screenedExchange_atTop hDi)).const_mul a).const_add (fullExchange hD)
    rw [sub_zero, mul_zero, add_zero] at h
    exact h

/-- Every energy strictly between the semilocal and the global-hybrid values is attained by the
screened hybrid at some finite `ω > 0`. -/
theorem exists_screening_of_between (a : ℝ) {hX hD : ℝ → ℝ}
    (hXi : IntegrableOn (fun u => u * hX u) (Ioi 0))
    (hDi : IntegrableOn (fun u => u * hD u) (Ioi 0)) {E : ℝ}
    (hE : E ∈ Ioo (fullExchange hD) (globalHybrid a hX hD) ∪
      Ioo (globalHybrid a hX hD) (fullExchange hD)) :
    ∃ ω : ℝ, 0 < ω ∧ screenedHybrid a hX hD ω = E := by
  obtain ⟨l0, l1⟩ := screenedHybrid_limits a hXi hDi
  have hc : ContinuousOn (screenedHybrid a hX hD) (Ioi 0) :=
    (continuousOn_const.add (continuousOn_const.mul ((continuousOn_screenedExchange hXi).sub
      (continuousOn_screenedExchange hDi)))).mono Ioi_subset_Ici_self
  have f0 : 𝓝[>] (0 : ℝ) ≤ 𝓟 (Ioi 0) := inf_le_right
  have f1 : (atTop : Filter ℝ) ≤ 𝓟 (Ioi 0) := le_principal_iff.2 (Ioi_mem_atTop 0)
  -- intermediate value theorem between the two limits, in either order
  rcases hE with hE | hE
  · exact isPreconnected_Ioi.intermediate_value_Ioo f1 f0 hc l1 l0 hE
  · exact isPreconnected_Ioi.intermediate_value_Ioo f0 f1 hc l0 l1 hE

end

end ScreenedHybridLimits
```

```lean
#print axioms ScreenedHybridLimits.monotoneOn_screenedExchange
-- 'ScreenedHybridLimits.monotoneOn_screenedExchange' depends on axioms: [propext, Classical.choice, Quot.sound]
#print axioms ScreenedHybridLimits.screenedHybrid_limits
-- 'ScreenedHybridLimits.screenedHybrid_limits' depends on axioms: [propext, Classical.choice, Quot.sound]
#print axioms ScreenedHybridLimits.exists_screening_of_between
-- 'ScreenedHybridLimits.exists_screening_of_between' depends on axioms: [propext, Classical.choice, Quot.sound]
```

## Reading the theorems

`fullExchange h` is $F(h)$ and `screenedExchange h ω` is $S_\omega(h)$. Both are integrals over `Ioi 0`, the open half-line $u>0$. `screenedHybrid a hX hD ω` is $E(\omega)$, and `globalHybrid a hX hD` is $(1-a)D+aX$. The hypotheses `hXi` and `hDi` state the integrability of $u\,h_X(u)$ and $u\,h_D(u)$ on that half-line. The theorems about a single hole $h$ assume the same of $u\,h(u)$, as the hypothesis `hh`, although their docstrings do not repeat it.

In `screenedHybrid_limits`, the filter `𝓝[>] 0` means that $\omega$ approaches zero through positive values, and `atTop` means that it grows without bound. The theorem is the conjunction of the two limits, for every real `a`.

In `exists_screening_of_between`, the target energy `E` belongs to a union of two open intervals because either endpoint may be the lower one. If the endpoints coincide, both intervals are empty and the theorem makes no claim. `monotoneOn_screenedExchange` adds the hypothesis that the hole is nonpositive at every positive distance; the limits do not need it.

## How the Lean proof follows the derivation

`erfc_basic` proves continuity, monotonicity and the value at the origin, using the Gaussian integral over $[x,y]$ for the difference of two values. `tendsto_erfc` inserts the half-line Gaussian integral to obtain the limit zero.

`screened_dominated` supplies what dominated convergence requires: measurability of the screened integrand and the bound $2\pi|u\,h(u)|$. Its lower bound on erfc comes from monotonicity together with the limit at infinity, as above. `continuousOn_screenedExchange` then applies `continuousOn_of_dominated`, and `tendsto_screenedExchange_atTop` applies the version of dominated convergence for countably generated filters, which include `atTop` on the real line.

`monotoneOn_screenedExchange` first uses the bound to show that the screened integrands are integrable, then compares them pointwise. In `screenedHybrid_limits`, the first part restricts continuity at zero to positive $\omega$ and rewrites the global hybrid as $D+a(X-D)$; the second combines the two vanishing screened energies. The last theorem applies the intermediate value theorem on the connected set $(0,\infty)$, once for each order of the endpoints.

## Fixed holes, exact integrals and no convergence rate

The holes are given functions that do not change with $\omega$. The theorems therefore concern exchange energies at fixed density and orbitals, and say nothing about a self-consistent calculation in which these respond to the screening. Correlation energy is absent, and no particular semilocal functional is constructed. Nor are the sum rule and sign of a physical exchange hole assumed, apart from the sign condition in the monotonicity theorem.

The limits come without a rate, so they do not tell a tester how small or large $\omega$ must be for a given tolerance. They concern exact integrals; quadrature error, basis-set error and integral-screening thresholds need their own analysis.

Monotonicity is proved for each screened exchange energy separately. The hybrid contains a difference of two such energies, and that difference need not be monotone. Accordingly, the intermediate-value theorem gives at least one $\omega$ for a target energy, but neither uniqueness nor a method for finding it.
